# The greatest overlap of one Slater determinant with a two-configuration state in four spin orbitals

In a minimal basis, the hydrogen molecule has a bonding and an antibonding orbital, which give four spin orbitals. Near the equilibrium distance, the ground state is close to the determinant with both electrons in the bonding orbital. As the bond is stretched, the determinant with both electrons in the antibonding orbital gains weight, until the two weigh the same at dissociation. Spin and inversion symmetry keep all other determinants of these orbitals out of the ground state. A single determinant need not be either of these two, since its orbitals may be any mixtures of the four spin orbitals. How large an overlap with the exact ground state in this basis can this freedom buy?

## Two electrons, four spin orbitals

Number the orthonormal spin orbitals 0 to 3, with 0 and 1 the bonding pair and 2 and 3 the antibonding pair. An orbital is a vector of four complex coefficients, in Lean a function `Fin 4 → ℂ`. Spin enters only through the numbering, so an orbital may mix up and down.

```lean
import Mathlib

open ComplexConjugate

namespace SingleDeterminantOverlap

noncomputable section
```

The inner product $\langle a|b\rangle=\sum_k \bar a_k b_k$ is conjugate-linear in its first argument. Two orbitals form an orthonormal pair if $\langle a|a\rangle=\langle b|b\rangle=1$ and $\langle a|b\rangle=0$.

```lean
/-- The inner product of two orbitals expanded in four orthonormal spin orbitals. -/
def braket (a b : Fin 4 → ℂ) : ℂ := ∑ k, conj (a k) * b k

/-- Two orbitals are normalised and mutually orthogonal. -/
def OrthonormalPair (a b : Fin 4 → ℂ) : Prop :=
  braket a a = 1 ∧ braket b b = 1 ∧ braket a b = 0
```

The determinant of $a$ and $b$ is built from the minors $p_{kl}=a_kb_l-a_lb_k$. Its amplitude for electron 1 in spin orbital $k$ and electron 2 in spin orbital $l$ is $p_{kl}/\sqrt2$.

```lean
/-- The two-by-two minor `a_k b_l - a_l b_k` of the orbital coefficients. -/
def minor (a b : Fin 4 → ℂ) (k l : Fin 4) : ℂ := a k * b l - a l * b k

/-- The normalisation factor `1/√2` of a two-electron determinant. -/
def pairNorm : ℝ := 1 / Real.sqrt 2

/-- The two-electron Slater determinant of the orbitals `a` and `b`, as an amplitude in the
labels of both electrons. -/
def slater (a b : Fin 4 → ℂ) (k l : Fin 4) : ℂ := (pairNorm : ℂ) * minor a b k l
```

Write $e_i$ for the basis orbital number $i$, called `site i` in the code, and $|ij\rangle$ for the determinant of $e_i$ and $e_j$. The state under study is $c|01\rangle+d|23\rangle$ with complex amplitudes $c$ and $d$, and "two-configuration state" always means this one. Its two configurations have no spin orbital in common, which matters: $c|01\rangle+d|02\rangle$, for example, is the single determinant of $e_0$ and $ce_1+de_2$.

```lean
/-- The basis spin orbital number `i`. -/
def site (i : Fin 4) : Fin 4 → ℂ := Pi.single i 1

/-- The state with amplitude `c` on the determinant of orbitals 0, 1 and amplitude `d` on the
determinant of orbitals 2, 3. -/
def twoConfig (c d : ℂ) (k l : Fin 4) : ℂ :=
  c * slater (site 0) (site 1) k l + d * slater (site 2) (site 3) k l
```

Overlaps are summed over the labels of both electrons independently. In this convention, the factor $1/\sqrt2$ gives a determinant of orthonormal orbitals norm one, and the two-configuration state has squared norm $|c|^2+|d|^2$.

```lean
/-- The inner product of two two-electron amplitudes. -/
def overlap (Ψ Φ : Fin 4 → Fin 4 → ℂ) : ℂ := ∑ k, ∑ l, conj (Ψ k l) * Φ k l
```

No Hamiltonian appears: $c$ and $d$ are given numbers, and the questions concern overlaps, not energies. The determinant with the greatest overlap need not be the one with the lowest energy.

## (a) A quadratic relation among the minors

Show that the six minors of any two orbitals, orthonormal or not, satisfy the Plücker relation
$$p_{01}p_{23}=p_{02}p_{13}-p_{03}p_{12}.$$

Multiply out the three products:
$$\begin{aligned}
p_{01}p_{23}&=a_0a_2b_1b_3-a_0a_3b_1b_2-a_1a_2b_0b_3+a_1a_3b_0b_2,\\
p_{02}p_{13}&=a_0a_1b_2b_3-a_0a_3b_1b_2-a_1a_2b_0b_3+a_2a_3b_0b_1,\\
p_{03}p_{12}&=a_0a_1b_2b_3-a_0a_2b_1b_3-a_1a_3b_0b_2+a_2a_3b_0b_1.
\end{aligned}$$
In the difference of the last two lines, the terms $a_0a_1b_2b_3$ and $a_2a_3b_0b_1$ cancel, and the first line remains. In Lean, `ring` does this expansion.

```lean
/-- The Plücker relation between the minors of two orbitals. -/
theorem plucker (a b : Fin 4 → ℂ) :
    minor a b 0 1 * minor a b 2 3 =
      minor a b 0 2 * minor a b 1 3 - minor a b 0 3 * minor a b 1 2 := by
  simp only [minor]
  ring
```

## (b) The total weight of the minors

Show that for an orthonormal pair
$$\sum_{k<l}|p_{kl}|^2=1.$$

Since $p_{kk}=0$ and $p_{lk}=-p_{kl}$, the sum is half of the sum over all $k$ and $l$. Expanding the square gives
$$\tfrac12\sum_{k,l}|a_kb_l-a_lb_k|^2=\langle a|a\rangle\langle b|b\rangle-|\langle a|b\rangle|^2,$$
which is Lagrange's identity. Orthonormality makes the right side $1\cdot1-0=1$.

The Lean proof replaces each $|z|^2$ by $z\bar z$, through `hn`, and works with complex numbers. The `linear_combination` step then combines the three orthonormality equations as
$$\langle b|b\rangle(\langle a|a\rangle-1)+(\langle b|b\rangle-1)-\langle b|a\rangle\langle a|b\rangle,$$
which is Lagrange's expression minus one. The last line returns to real numbers.

```lean
/-- For orthonormal orbitals the squared moduli of the six minors with `k < l` sum to one. -/
theorem sum_sq_minor {a b : Fin 4 → ℂ} (h : OrthonormalPair a b) :
    ‖minor a b 0 1‖ ^ 2 + ‖minor a b 2 3‖ ^ 2 + ‖minor a b 0 2‖ ^ 2 +
      ‖minor a b 1 3‖ ^ 2 + ‖minor a b 0 3‖ ^ 2 + ‖minor a b 1 2‖ ^ 2 = 1 := by
  obtain ⟨haa, hbb, hab⟩ := h
  simp only [braket, Fin.sum_univ_four] at haa hbb hab
  have hn : ∀ z : ℂ, (‖z‖ : ℂ) ^ 2 = z * conj z := by
    intro z
    rw [Complex.mul_conj, Complex.normSq_eq_norm_sq]
    exact (Complex.ofReal_pow _ _).symm
  -- Lagrange's identity, with the orthonormality relations inserted
  have key : ((‖minor a b 0 1‖ ^ 2 + ‖minor a b 2 3‖ ^ 2 + ‖minor a b 0 2‖ ^ 2 +
      ‖minor a b 1 3‖ ^ 2 + ‖minor a b 0 3‖ ^ 2 + ‖minor a b 1 2‖ ^ 2 : ℝ) : ℂ) = 1 := by
    simp only [Complex.ofReal_add, Complex.ofReal_pow, hn, minor, map_sub, map_mul]
    linear_combination
      (conj (b 0) * b 0 + conj (b 1) * b 1 + conj (b 2) * b 2 + conj (b 3) * b 3) * haa + hbb
      - (conj (b 0) * a 0 + conj (b 1) * a 1 + conj (b 2) * a 2 + conj (b 3) * a 3) * hab
  exact_mod_cast key
```

## (c) Two complementary minors compete

Show that for an orthonormal pair
$$|p_{01}|+|p_{23}|\le1.$$

Part (b) alone would allow both moduli to be $1/\sqrt2$, with sum $\sqrt2$. Part (a) excludes this. Taking moduli there and using $2xy\le x^2+y^2$ twice,
$$\begin{aligned}
2|p_{01}||p_{23}|&\le2|p_{02}||p_{13}|+2|p_{03}||p_{12}|\\
&\le|p_{02}|^2+|p_{13}|^2+|p_{03}|^2+|p_{12}|^2.
\end{aligned}$$
Add $|p_{01}|^2+|p_{23}|^2$ to both sides. The left becomes $(|p_{01}|+|p_{23}|)^2$ and the right is $1$ by part (b). The sum of moduli is non-negative, so it is at most one.

The first inequality is `hp` in the code. The two squares handed to `nlinarith` are $(|p_{02}|-|p_{13}|)^2$ and $(|p_{03}|-|p_{12}|)^2$, which supply the second.

```lean
/-- For orthonormal orbitals the moduli of the two complementary minors 01 and 23 sum to at
most one. -/
theorem norm_minor_add_le_one {a b : Fin 4 → ℂ} (h : OrthonormalPair a b) :
    ‖minor a b 0 1‖ + ‖minor a b 2 3‖ ≤ 1 := by
  have hs := sum_sq_minor h
  have hp : ‖minor a b 0 1‖ * ‖minor a b 2 3‖ ≤
      ‖minor a b 0 2‖ * ‖minor a b 1 3‖ + ‖minor a b 0 3‖ * ‖minor a b 1 2‖ := by
    calc ‖minor a b 0 1‖ * ‖minor a b 2 3‖
        = ‖minor a b 0 1 * minor a b 2 3‖ := (norm_mul _ _).symm
      _ = ‖minor a b 0 2 * minor a b 1 3 - minor a b 0 3 * minor a b 1 2‖ := by rw [plucker]
      _ ≤ ‖minor a b 0 2 * minor a b 1 3‖ + ‖minor a b 0 3 * minor a b 1 2‖ :=
          norm_sub_le _ _
      _ = _ := by rw [norm_mul, norm_mul]
  have hsq : (‖minor a b 0 1‖ + ‖minor a b 2 3‖) ^ 2 ≤ 1 := by
    nlinarith [sq_nonneg (‖minor a b 0 2‖ - ‖minor a b 1 3‖),
      sq_nonneg (‖minor a b 0 3‖ - ‖minor a b 1 2‖)]
  nlinarith [hsq]
```

## (d) The overlap in terms of minors

Show that the overlap of the two-configuration state with the determinant of any $a$ and $b$ is
$$\bar c\,p_{01}+\bar d\,p_{23}.$$

The amplitude of $|01\rangle$ is $1/\sqrt2$ at $(k,l)=(0,1)$, $-1/\sqrt2$ at $(1,0)$, and zero elsewhere. Its overlap with the determinant is therefore
$$\tfrac12(p_{01}-p_{10})=p_{01}.$$
In the same way, $|23\rangle$ contributes $p_{23}$. The amplitudes are conjugated because the state stands in the first argument.

In Lean, `simp` writes out the double sum, and `hC` supplies $(1/\sqrt2)^2=1/2$.

```lean
/-- The overlap of the two-configuration state with a determinant involves only the minors
01 and 23. -/
theorem overlap_twoConfig (c d : ℂ) (a b : Fin 4 → ℂ) :
    overlap (twoConfig c d) (slater a b) =
      conj c * minor a b 0 1 + conj d * minor a b 2 3 := by
  have hr : pairNorm * pairNorm = 1 / 2 := by
    rw [pairNorm, div_mul_div_comm, Real.mul_self_sqrt (by norm_num)]
    norm_num
  have hC : (pairNorm : ℂ) * (pairNorm : ℂ) = 1 / 2 := by
    rw [← Complex.ofReal_mul, hr]
    norm_num
  simp [overlap, twoConfig, slater, minor, site, Pi.single_apply, Fin.sum_univ_four]
  linear_combination
    2 * (conj c * (a 0 * b 1 - a 1 * b 0) + conj d * (a 2 * b 3 - a 3 * b 2)) * hC
```

## (e) Basis orbitals with a phase

Show that for $|z|=1$ the pairs $(ze_0,e_1)$ and $(ze_2,e_3)$ are orthonormal:
$$\langle ze_0|ze_0\rangle=\langle e_1|e_1\rangle=1,\qquad\langle ze_0|e_1\rangle=0,$$
and likewise for orbitals 2 and 3.

The first squared norm is $\bar zz=|z|^2=1$, the second is clear, and the inner product vanishes because the two vectors have no common non-zero entry. The case $z=1$ serves part (f), and a general phase serves part (h).

```lean
/-- The basis orbitals 0, 1 and likewise 2, 3 are orthonormal pairs, also when the first
orbital of the pair carries a phase factor. -/
theorem orthonormal_site (z : ℂ) (hz : ‖z‖ = 1) :
    OrthonormalPair (z • site 0) (site 1) ∧ OrthonormalPair (z • site 2) (site 3) := by
  have h : conj z * z = 1 := by
    rw [mul_comm, Complex.mul_conj, Complex.normSq_eq_norm_sq, hz]
    norm_num
  constructor <;>
    simp [OrthonormalPair, braket, site, Pi.single_apply, h]
```

## (f) The best determinant

Show that, over all orthonormal pairs $a,b$,
$$\max_{a,b}\left|\bar c\,p_{01}+\bar d\,p_{23}\right|=\max(|c|,|d|).$$

Put $M=\max(|c|,|d|)\ge0$. By the triangle inequality and part (c),
$$\begin{aligned}
|\bar c\,p_{01}+\bar d\,p_{23}|&\le|c||p_{01}|+|d||p_{23}|\\
&\le M(|p_{01}|+|p_{23}|)\le M.
\end{aligned}$$
The bound is reached. If $|c|\ge|d|$, take $a=e_0$ and $b=e_1$; then $p_{01}=1$ and $p_{23}=0$, and the modulus is $|c|$. Otherwise take $e_2$ and $e_3$, which give $|d|$.

`IsGreatest` states both halves: the number belongs to the set of attainable overlap moduli, and no member of the set exceeds it. The proof treats them in that order, and the final `calc` follows the inequalities above. The amplitudes need not be normalised here; for a non-zero state, the greatest overlap after normalisation is $M/\sqrt{|c|^2+|d|^2}$.

So, for two electrons in four spin orbitals and a state of two configurations without a common spin orbital, mixing the orbitals gains nothing in overlap over the dominant configuration, and, once the state is normalised, the larger of $|c|$ and $|d|$ measures how close it is to a single determinant.

```lean
/-- The greatest overlap modulus of a two-configuration state with a single Slater determinant of
orthonormal orbitals is the larger of the moduli of its two amplitudes. -/
theorem isGreatest_overlap (c d : ℂ) :
    IsGreatest {r : ℝ | ∃ a b, OrthonormalPair a b ∧
      r = ‖overlap (twoConfig c d) (slater a b)‖} (max ‖c‖ ‖d‖) := by
  have h1 := orthonormal_site 1 (by simp)
  rw [one_smul, one_smul] at h1
  constructor
  · -- the dominant configuration attains the bound
    rcases le_total ‖d‖ ‖c‖ with h | h
    · refine ⟨site 0, site 1, h1.1, ?_⟩
      rw [overlap_twoConfig, max_eq_left h]
      simp [minor, site]
    · refine ⟨site 2, site 3, h1.2, ?_⟩
      rw [overlap_twoConfig, max_eq_right h]
      simp [minor, site]
  · rintro r ⟨a, b, hab, rfl⟩
    rw [overlap_twoConfig]
    have hm : 0 ≤ max ‖c‖ ‖d‖ := (norm_nonneg c).trans (le_max_left _ _)
    calc ‖conj c * minor a b 0 1 + conj d * minor a b 2 3‖
        ≤ ‖conj c * minor a b 0 1‖ + ‖conj d * minor a b 2 3‖ := norm_add_le _ _
      _ = ‖c‖ * ‖minor a b 0 1‖ + ‖d‖ * ‖minor a b 2 3‖ := by
          rw [norm_mul, norm_mul, RCLike.norm_conj, RCLike.norm_conj]
      _ ≤ max ‖c‖ ‖d‖ * ‖minor a b 0 1‖ + max ‖c‖ ‖d‖ * ‖minor a b 2 3‖ :=
          add_le_add (mul_le_mul_of_nonneg_right (le_max_left _ _) (norm_nonneg _))
            (mul_le_mul_of_nonneg_right (le_max_right _ _) (norm_nonneg _))
      _ = max ‖c‖ ‖d‖ * (‖minor a b 0 1‖ + ‖minor a b 2 3‖) := by ring
      _ ≤ max ‖c‖ ‖d‖ := mul_le_of_le_one_right hm (norm_minor_add_le_one hab)
```

## (g) One mixing angle

Let $c=\cos t$ and $d=\sin t$ with $t$ real. Show that the greatest overlap modulus is
$$\max(|\cos t|,|\sin t|).$$

This is part (f) with real amplitudes, and the state is now normalised. At $t=\pi/4$, the equal mixture, the value is $1/\sqrt2$: no determinant has a squared overlap above one half. The Lean proof only turns the complex moduli of $\cos t$ and $\sin t$ into real absolute values.

```lean
/-- For amplitudes `cos t` and `sin t` the greatest overlap modulus with a single determinant of
orthonormal orbitals is the larger of `|cos t|` and `|sin t|`. -/
theorem isGreatest_overlap_angle (t : ℝ) :
    IsGreatest {r : ℝ | ∃ a b, OrthonormalPair a b ∧
      r = ‖overlap (twoConfig (Real.cos t : ℂ) (Real.sin t : ℂ)) (slater a b)‖}
      (max |Real.cos t| |Real.sin t|) := by
  have h := isGreatest_overlap (Real.cos t : ℂ) (Real.sin t : ℂ)
  rwa [Complex.norm_real, Complex.norm_real, Real.norm_eq_abs, Real.norm_eq_abs] at h
```

## (h) When the state is a single determinant

Let $|c|^2+|d|^2=1$. Show that
$$c|01\rangle+d|23\rangle\text{ is a determinant of an orthonormal pair}\iff c=0\text{ or }d=0.$$

Suppose that the state is the determinant of $a$ and $b$. Comparing amplitudes and cancelling $1/\sqrt2$ gives $p_{01}=c$, $p_{23}=d$ and $p_{02}=p_{13}=p_{03}=p_{12}=0$. The relation in part (a) becomes $cd=0$, so one amplitude vanishes.

Conversely, let $c=0$. Then $|d|=1$, and the orbitals $de_2$ and $e_3$ are orthonormal by part (e). A determinant is linear in its first orbital, so theirs is $d|23\rangle$. If $d=0$, use $ce_0$ and $e_1$.

The Lean statement asks for equality of the amplitudes themselves, not equality up to a phase, which is why the phase has to be absorbed into an orbital. In the proof, `key` is the comparison of amplitudes and `hp` is the Plücker relation with these values inserted. The normalisation hypothesis `h` is used only in the converse, where it makes the remaining amplitude a pure phase.

```lean
/-- A normalised two-configuration state is a single Slater determinant of orthonormal orbitals
exactly when one of its two amplitudes vanishes. -/
theorem representable_iff (c d : ℂ) (h : ‖c‖ ^ 2 + ‖d‖ ^ 2 = 1) :
    (∃ a b, OrthonormalPair a b ∧ slater a b = twoConfig c d) ↔ c = 0 ∨ d = 0 := by
  constructor
  · rintro ⟨a, b, -, hab⟩
    have hr : (pairNorm : ℂ) ≠ 0 :=
      Complex.ofReal_ne_zero.mpr (by unfold pairNorm; positivity)
    have key : ∀ k l, minor a b k l =
        c * minor (site 0) (site 1) k l + d * minor (site 2) (site 3) k l := by
      intro k l
      have hkl := congrFun (congrFun hab k) l
      simp only [slater, twoConfig] at hkl
      exact mul_left_cancel₀ hr (by linear_combination hkl)
    -- the Plücker relation leaves only the product of the amplitudes
    have hp := plucker a b
    simp only [key] at hp
    have hcd : c * d = 0 := by
      simpa [minor, site, Pi.single_apply] using hp
    exact mul_eq_zero.mp hcd
  · rintro (rfl | rfl)
    · rw [norm_zero] at h
      have hd : ‖d‖ = 1 := by nlinarith [norm_nonneg d]
      refine ⟨d • site 2, site 3, (orthonormal_site d hd).2, ?_⟩
      ext k l
      simp only [slater, twoConfig, minor, Pi.smul_apply, smul_eq_mul]
      ring
    · rw [norm_zero] at h
      have hc : ‖c‖ = 1 := by nlinarith [norm_nonneg c]
      refine ⟨c • site 0, site 1, (orthonormal_site c hc).1, ?_⟩
      ext k l
      simp only [slater, twoConfig, minor, Pi.smul_apply, smul_eq_mul]
      ring

end

end SingleDeterminantOverlap
```

```lean
#print axioms SingleDeterminantOverlap.isGreatest_overlap
#print axioms SingleDeterminantOverlap.isGreatest_overlap_angle
#print axioms SingleDeterminantOverlap.representable_iff
```

```
'SingleDeterminantOverlap.isGreatest_overlap' depends on axioms: [propext, Classical.choice, Quot.sound]
'SingleDeterminantOverlap.isGreatest_overlap_angle' depends on axioms: [propext, Classical.choice, Quot.sound]
'SingleDeterminantOverlap.representable_iff' depends on axioms: [propext, Classical.choice, Quot.sound]
```
